# Strain derivatives of the Coulomb pair energy and the reciprocal-space Ewald kernel

Suppose the electrostatic stress of an ionic crystal is computed from the strain derivative of its Ewald energy, and the change of the cell volume is forgotten. Under uniform dilation, a long-wavelength term of the reciprocal sum should fall at a relative rate close to 1 per unit of linear strain. With the volume held fixed it appears to grow at a relative rate close to 2, so even the sign is wrong. A correct derivative has to follow the volume, the wave vectors and the charges together.

## What a homogeneous strain moves

Let $e$ be a real $3\times3$ matrix and $F=1+te$ the deformation with amplitude $t$. All derivatives are taken at $t=0$. Three things change:

- a position $r$ becomes $Fr$;
- a wave vector $G$ becomes $g=F^{-T}G$, which keeps plane waves periodic in the deformed cell;
- the cell volume $\Omega$ becomes $\Omega\det F$.

The Ewald parameter $\alpha$, the inverse width of the Gaussian screening charges, stays fixed. The reciprocal-space kernel is
$$k(G)=\frac{\exp(-G^2/(4\alpha^2))}{\Omega G^2},\qquad G^2=\langle G,G\rangle .$$

## The rates and their Lean form

For $r\neq0$, the energy $1/|r|$ is positive and has strain derivative $-\langle r,er\rangle/|r|^3$ (`coulomb_strain`). For $e=1$ this is minus the energy (`coulomb_dilation`).

For $\alpha,\Omega>0$ and $G\neq0$, the kernel is positive and its derivative is $k(G)\,L(G)$ (`kernel_strain`), where
$$L(G)=-\operatorname{tr}e+2\left(\frac1{G^2}+\frac1{4\alpha^2}\right)\langle G,eG\rangle .$$
Since $k(G)>0$, $L(G)$ is the logarithmic derivative. In the code it is `strainFactor`, with the bracket over a common denominator.

For charges $q_i$ at positions $r_i$, the structure factor is $S(G)=\sum_i q_i\exp(\mathrm{i}\,G\cdot r_i)$, where the upright $\mathrm{i}$ is the imaginary unit. The reciprocal energy, in units where two unit charges interact as $1/|r|$, is $2\pi\sum_G k(G)|S(G)|^2$. The theorem `recipEnergy_strain` differentiates $\Omega$ times this energy. Here $\Omega$ is the constant unstrained volume, so dividing by it gives the derivative of the energy itself, $2\pi\sum_G k(G)|S(G)|^2L(G)$.

Vectors have type `Fin 3 → ℝ`, `⬝ᵥ` is the dot product and `*ᵥ` applies a matrix to a vector. Length is defined as `len`, the square root of $\langle v,v\rangle$, because the default norm on this type is the largest absolute component. The deformation is `strain e t`, and `recip F G` is $F^{-T}G$. `HasDerivAt f c 0` says that `f` is differentiable at zero with derivative `c`. The matrix $e$ need not be symmetric.

The sum runs over `K.erase 0`, a finite set of unstrained wave vectors without $G=0$; they need not belong to a lattice. The charges follow the strain without internal relaxation. The infinite lattice sum, the real-space and self-energy parts of the Ewald method and any $G=0$ contribution are left out. For point charges and a fixed finite list of wave vectors, the derivative of the energy, divided once more by $\Omega$, is the reciprocal-space Ewald part of the stress contracted with $e$, up to the sign convention for stress. In electronic-structure calculations this is one part of the stress from the interaction of the ions with each other; the terms that involve the electron density are separate.

## From elongation to the Coulomb energy

Let $u$ be a unit vector. Then
$$|Fu|^2=1+2t\langle u,eu\rangle+t^2|eu|^2 .$$
The square root has derivative $1/2$ at 1, so $|Fu|$ changes at rate $\langle u,eu\rangle$.

For a separation $su$ with $s\ge0$, $|F(su)|=s|Fu|$. If a pair energy $\varphi$ is differentiable at $s$, the chain rule gives the rate $\varphi'(s)\,s\,\langle u,eu\rangle$.

Now take $\varphi(s)=1/s$, $s=|r|$ and $u=r/s$:
$$-\frac1{s^2}\,s\,\frac{\langle r,er\rangle}{s^2}=-\frac{\langle r,er\rangle}{|r|^3}.$$
With $e=1$ the numerator is $-|r|^2$, which leaves $-1/|r|$.

## The wave vector, the volume and the kernel

Multiplying $g=F^{-T}G$ by $F^T$ gives $g+te^Tg=G$. Put $w=e^Tg$, so that $g=G-tw$. Then
$$\langle g,g\rangle=\langle G,g\rangle-t\langle w,g\rangle
=G^2-t\,h(t),\qquad h(t)=\langle G,w\rangle+\langle w,g\rangle .$$
The function $h$ is continuous at zero, because $g$ is. The difference quotient of $t\,h(t)$ at zero is $h(t)$, so its derivative is $h(0)=2\langle G,e^TG\rangle=2\langle G,eG\rangle$. Hence $x=|g|^2$ has derivative $x'=-2\langle G,eG\rangle$.

The volume $V=\Omega\det(1+te)=\Omega(1+t\operatorname{tr}e+O(t^2))$ has derivative $V'=\Omega\operatorname{tr}e$. The logarithm of $\exp(-x/(4\alpha^2))/(Vx)$ therefore changes at the rate
$$-\frac{x'}{4\alpha^2}-\frac{V'}{V}-\frac{x'}{x}
=-\operatorname{tr}e+2\left(\frac1{G^2}+\frac1{4\alpha^2}\right)\langle G,eG\rangle=L(G).$$

## Constant phases and the energy sum

For invertible $F$,
$$\langle F^{-T}G,Fr_i\rangle=\langle G,F^{-1}Fr_i\rangle=\langle G,r_i\rangle .$$
Every phase is unchanged, and so is $S(G)$. Since $\det F$ is continuous and equals 1 at $t=0$, $F$ is invertible for small $|t|$. Only the kernels then vary, and adding their derivatives with the constant weights $2\pi|S(G)|^2$ gives
$$2\pi\sum_G k(G)\,|S(G)|^2\,L(G).$$
Multiplication by $\Omega$ cancels the $1/\Omega$ in each kernel, which is the form in the last theorem.

## The complete Lean file

```lean
import Mathlib

open Matrix Filter Topology

namespace EwaldStrain

noncomputable section

/-- The homogeneous deformation `1 + t e` with strain direction `e` and amplitude `t`. -/
def strain (e : Matrix (Fin 3) (Fin 3) ℝ) (t : ℝ) : Matrix (Fin 3) (Fin 3) ℝ := 1 + t • e

/-- The Euclidean length of a vector. -/
def len (v : Fin 3 → ℝ) : ℝ := √(v ⬝ᵥ v)

/-- The Coulomb energy of two unit charges at separation `r ≠ 0`. -/
def coulomb (r : Fin 3 → ℝ) : ℝ := 1 / len r

/-- The wave vector `G` after an invertible deformation `F`: the inverse transpose acts on it. -/
def recip (F : Matrix (Fin 3) (Fin 3) ℝ) (G : Fin 3 → ℝ) : Fin 3 → ℝ := (F⁻¹)ᵀ *ᵥ G

/-- The reciprocal-space Ewald kernel `exp(-G²/(4α²)) / (Ω G²)`, for nonzero `α`, `Ω`, `G`. -/
def kernel (α Ω : ℝ) (G : Fin 3 → ℝ) : ℝ :=
  Real.exp (-(G ⬝ᵥ G) / (4 * α ^ 2)) / (Ω * (G ⬝ᵥ G))

/-- The factor `-tr e + 2 (1/G² + 1/(4α²)) ⟨G, e G⟩`, with the bracket written over a common
denominator, for nonzero `α` and `G`. -/
def strainFactor (α : ℝ) (e : Matrix (Fin 3) (Fin 3) ℝ) (G : Fin 3 → ℝ) : ℝ :=
  -e.trace + 2 * ((4 * α ^ 2 + G ⬝ᵥ G) / (4 * α ^ 2 * (G ⬝ᵥ G))) * (G ⬝ᵥ e *ᵥ G)

/-- The structure factor `∑ qᵢ exp(i G·rᵢ)` of point charges `qᵢ` at positions `rᵢ`. -/
def structureFactor {N : ℕ} (q : Fin N → ℝ) (r : Fin N → Fin 3 → ℝ) (G : Fin 3 → ℝ) : ℂ :=
  ∑ i, (q i : ℂ) * Complex.exp (Complex.I * ((G ⬝ᵥ r i : ℝ) : ℂ))

/-- The reciprocal-space Ewald energy of point charges in a cell of volume `Ω > 0` deformed by `F`
with `det F > 0`, summed over the nonzero wave vectors of a finite set `K`, for `α ≠ 0`. -/
def recipEnergy {N : ℕ} (α Ω : ℝ) (K : Finset (Fin 3 → ℝ)) (q : Fin N → ℝ)
    (r : Fin N → Fin 3 → ℝ) (F : Matrix (Fin 3) (Fin 3) ℝ) : ℝ :=
  2 * Real.pi * ∑ G ∈ K.erase 0, kernel α (Ω * F.det) (recip F G) *
    ‖structureFactor q (fun i => F *ᵥ r i) (recip F G)‖ ^ 2

/-- A nonzero vector has positive squared length. -/
lemma dot_self_pos {v : Fin 3 → ℝ} (hv : v ≠ 0) : 0 < v ⬝ᵥ v :=
  lt_of_le_of_ne (Finset.sum_nonneg fun i _ => mul_self_nonneg (v i))
    (fun h => hv (dotProduct_self_eq_zero.mp h.symm))

/-- If `h` is continuous at zero, then `t h(t)` has derivative `h(0)` there. -/
lemma hasDerivAt_mul_cont {h : ℝ → ℝ} (hc : ContinuousAt h 0) :
    HasDerivAt (fun t => t * h t) (h 0) 0 := by
  rw [hasDerivAt_iff_tendsto_slope]
  refine (hc.tendsto.mono_left nhdsWithin_le_nhds).congr' ?_
  filter_upwards [self_mem_nhdsWithin] with t ht
  have ht' : t ≠ 0 := ht
  rw [slope_def_field]
  simp only [zero_mul, sub_zero]
  rw [mul_div_cancel_left₀ _ ht']

lemma continuous_strain (e : Matrix (Fin 3) (Fin 3) ℝ) : Continuous (strain e) :=
  continuous_const.add (continuous_id.smul continuous_const)

lemma strain_zero (e : Matrix (Fin 3) (Fin 3) ℝ) : strain e 0 = 1 := by simp [strain]

lemma recip_one (G : Fin 3 → ℝ) : recip 1 G = G := by simp [recip]

lemma eventually_det_ne (e : Matrix (Fin 3) (Fin 3) ℝ) :
    ∀ᶠ t in 𝓝 (0 : ℝ), (strain e t).det ≠ 0 :=
  (continuous_strain e).matrix_det.continuousAt.eventually_ne (by simp [strain_zero])

/-- A unit vector `u` elongates under strain at the rate `⟨u, e u⟩`. -/
theorem elongation (e : Matrix (Fin 3) (Fin 3) ℝ) {u : Fin 3 → ℝ} (hu : u ⬝ᵥ u = 1) :
    HasDerivAt (fun t => len (strain e t *ᵥ u)) (u ⬝ᵥ e *ᵥ u) 0 := by
  have hq : ∀ t, (strain e t *ᵥ u) ⬝ᵥ (strain e t *ᵥ u) =
      1 + t * (2 * (u ⬝ᵥ e *ᵥ u) + t * ((e *ᵥ u) ⬝ᵥ (e *ᵥ u))) := by
    intro t
    simp only [strain, add_mulVec, one_mulVec, smul_mulVec, add_dotProduct, dotProduct_add,
      smul_dotProduct, dotProduct_smul, smul_eq_mul, hu]
    rw [dotProduct_comm (e *ᵥ u) u]
    ring
  have hc : ContinuousAt
      (fun t : ℝ => 2 * (u ⬝ᵥ e *ᵥ u) + t * ((e *ᵥ u) ⬝ᵥ (e *ᵥ u))) 0 := by fun_prop
  simp only [len, hq]
  refine (((hasDerivAt_mul_cont hc).const_add 1).sqrt (by simp)).congr_deriv ?_
  simp

/-- If a central pair energy `φ` is differentiable at `s ≥ 0` and `u` is a unit vector, then at
separation `s u` the energy changes under strain at the rate `φ'(s) s ⟨u, e u⟩`. -/
theorem pair_strain (e : Matrix (Fin 3) (Fin 3) ℝ) {u : Fin 3 → ℝ} (hu : u ⬝ᵥ u = 1)
    {s : ℝ} (hs : 0 ≤ s) {φ : ℝ → ℝ} {φ' : ℝ} (hφ : HasDerivAt φ φ' s) :
    HasDerivAt (fun t => φ (len (strain e t *ᵥ (s • u)))) (φ' * (s * (u ⬝ᵥ e *ᵥ u))) 0 := by
  have hl : ∀ t, len (strain e t *ᵥ (s • u)) = s * len (strain e t *ᵥ u) := by
    intro t
    rw [mulVec_smul, len, len, smul_dotProduct, dotProduct_smul, smul_eq_mul, smul_eq_mul,
      ← mul_assoc, Real.sqrt_mul (mul_self_nonneg s), Real.sqrt_mul_self hs]
  have h0 : s * len (strain e 0 *ᵥ u) = s := by simp [strain_zero, len, hu]
  simp only [hl]
  rw [← h0] at hφ
  exact hφ.comp 0 ((elongation e hu).const_mul s)

/-- For `r ≠ 0` the Coulomb energy `1/|r|` is positive and its strain derivative is
`-⟨r, e r⟩/|r|³`. -/
theorem coulomb_strain (e : Matrix (Fin 3) (Fin 3) ℝ) {r : Fin 3 → ℝ} (hr : r ≠ 0) :
    0 < coulomb r ∧
      HasDerivAt (fun t => coulomb (strain e t *ᵥ r)) (-(r ⬝ᵥ e *ᵥ r) / len r ^ 3) 0 := by
  have hs : 0 < len r := Real.sqrt_pos.mpr (dot_self_pos hr)
  have hss : r ⬝ᵥ r = len r * len r := (Real.mul_self_sqrt (dot_self_pos hr).le).symm
  refine ⟨one_div_pos.mpr hs, ?_⟩
  -- split the separation into its length and its direction
  have hu : ((len r)⁻¹ • r) ⬝ᵥ ((len r)⁻¹ • r) = 1 := by
    rw [smul_dotProduct, dotProduct_smul, smul_eq_mul, smul_eq_mul, hss]
    field_simp
  have h := pair_strain e hu hs.le (hasDerivAt_inv hs.ne')
  rw [smul_smul, mul_inv_cancel₀ hs.ne', one_smul] at h
  simp only [coulomb, one_div]
  refine h.congr_deriv ?_
  rw [mulVec_smul, smul_dotProduct, dotProduct_smul, smul_eq_mul, smul_eq_mul]
  field_simp

/-- Under uniform dilation the Coulomb energy at `r ≠ 0` is positive and its derivative is minus
the energy. -/
theorem coulomb_dilation {r : Fin 3 → ℝ} (hr : r ≠ 0) :
    0 < coulomb r ∧ HasDerivAt (fun t => coulomb (strain 1 t *ᵥ r)) (-coulomb r) 0 := by
  obtain ⟨hp, h⟩ := coulomb_strain 1 hr
  have hs : 0 < len r := Real.sqrt_pos.mpr (dot_self_pos hr)
  have hss : r ⬝ᵥ r = len r * len r := (Real.mul_self_sqrt (dot_self_pos hr).le).symm
  refine ⟨hp, h.congr_deriv ?_⟩
  rw [one_mulVec, hss, coulomb]
  field_simp

/-- An invertible deformation of charges and wave vector leaves the structure factor unchanged. -/
theorem structureFactor_strain {N : ℕ} (q : Fin N → ℝ) (r : Fin N → Fin 3 → ℝ)
    (G : Fin 3 → ℝ) {F : Matrix (Fin 3) (Fin 3) ℝ} (hF : F.det ≠ 0) :
    structureFactor q (fun i => F *ᵥ r i) (recip F G) = structureFactor q r G := by
  have h : ∀ x, recip F G ⬝ᵥ (F *ᵥ x) = G ⬝ᵥ x := by
    intro x
    rw [recip, mulVec_transpose, dotProduct_mulVec, vecMul_vecMul,
      nonsing_inv_mul _ (isUnit_iff_ne_zero.mpr hF), vecMul_one]
  simp only [structureFactor, h]

/-- The squared length of a wave vector `G` has strain derivative `-2⟨G, e G⟩`. -/
theorem recip_sq_strain (e : Matrix (Fin 3) (Fin 3) ℝ) (G : Fin 3 → ℝ) :
    HasDerivAt (fun t => recip (strain e t) G ⬝ᵥ recip (strain e t) G)
      (-2 * (G ⬝ᵥ e *ᵥ G)) 0 := by
  have hg : ContinuousAt (fun t => recip (strain e t) G) 0 := by
    have hF := continuous_strain e
    have heq : (fun t => recip (strain e t) G) =
        fun t => ((strain e t).det)⁻¹ • ((strain e t).adjugateᵀ *ᵥ G) := by
      funext t
      rw [recip, Matrix.inv_def, Ring.inverse_eq_inv', transpose_smul, smul_mulVec]
    rw [heq]
    exact (hF.matrix_det.continuousAt.inv₀ (by simp [strain_zero])).smul
      (hF.matrix_adjugate.matrix_transpose.matrix_mulVec continuous_const).continuousAt
  have hk : Continuous (fun v : Fin 3 → ℝ => G ⬝ᵥ (eᵀ *ᵥ v) + (eᵀ *ᵥ v) ⬝ᵥ v) := by
    simp only [Matrix.mulVec, dotProduct]
    fun_prop
  have hc : ContinuousAt (fun t => G ⬝ᵥ (eᵀ *ᵥ recip (strain e t) G) +
      (eᵀ *ᵥ recip (strain e t) G) ⬝ᵥ recip (strain e t) G) 0 :=
    hk.continuousAt.comp hg
  have key : ∀ (t : ℝ) (g w H : Fin 3 → ℝ), g + t • w = H →
      g ⬝ᵥ g = H ⬝ᵥ H - t * (H ⬝ᵥ w + w ⬝ᵥ g) := by
    rintro t g w _ rfl
    simp only [add_dotProduct, dotProduct_add, smul_dotProduct, dotProduct_smul, smul_eq_mul]
    rw [dotProduct_comm w g]
    ring
  have ht : G ⬝ᵥ eᵀ *ᵥ G = G ⬝ᵥ e *ᵥ G := by
    rw [dotProduct_mulVec, vecMul_transpose, dotProduct_comm]
  refine (((hasDerivAt_mul_cont hc).const_sub (G ⬝ᵥ G)).congr_of_eventuallyEq ?_).congr_deriv ?_
  · filter_upwards [eventually_det_ne e] with t hdet
    apply key
    -- the strained wave vector g solves g + t eᵀ g = G
    have h : (strain e t)ᵀ *ᵥ recip (strain e t) G = G := by
      rw [recip, mulVec_mulVec, ← transpose_mul,
        nonsing_inv_mul _ (isUnit_iff_ne_zero.mpr hdet), transpose_one, one_mulVec]
    conv_rhs => rw [← h]
    rw [show (strain e t)ᵀ = 1 + t • eᵀ by simp [strain], add_mulVec, one_mulVec, smul_mulVec]
  · simp only [strain_zero, recip_one]
    rw [dotProduct_comm (eᵀ *ᵥ G) G, ht]
    ring

/-- For `α, Ω > 0` and `G ≠ 0` the Ewald kernel is positive, and its strain derivative is the
kernel times `-tr e + 2 (1/G² + 1/(4α²)) ⟨G, e G⟩`. -/
theorem kernel_strain (e : Matrix (Fin 3) (Fin 3) ℝ) {α Ω : ℝ} (hα : 0 < α) (hΩ : 0 < Ω)
    {G : Fin 3 → ℝ} (hG : G ≠ 0) :
    0 < kernel α Ω G ∧
      HasDerivAt (fun t => kernel α (Ω * (strain e t).det) (recip (strain e t) G))
        (kernel α Ω G * strainFactor α e G) 0 := by
  have hGG := dot_self_pos hG
  refine ⟨div_pos (Real.exp_pos _) (mul_pos hΩ hGG), ?_⟩
  -- the relative volume `det (1 + t e)` changes at the rate `tr e`
  have hd : HasDerivAt (fun t => (strain e t).det) e.trace 0 := by
    obtain ⟨p, hp⟩ : ∃ p : Polynomial ℝ, ∀ t : ℝ,
        (1 + t • e).det = 1 + e.trace * t + p.eval t * t ^ 2 :=
      ⟨_, fun t => Matrix.det_one_add_smul t e⟩
    have hc : ContinuousAt (fun t : ℝ => e.trace + p.eval t * t) 0 :=
      (continuous_const.add (p.continuous.mul continuous_id)).continuousAt
    have h := (hasDerivAt_mul_cont hc).const_add 1
    have heq : (fun t => (strain e t).det) =
        fun t => 1 + t * (e.trace + p.eval t * t) := by
      funext t
      rw [strain, hp]
      ring
    rw [heq]
    exact h.congr_deriv (by simp)
  have hg := recip_sq_strain e G
  have hden : Ω * (strain e 0).det * (recip (strain e 0) G ⬝ᵥ recip (strain e 0) G) ≠ 0 := by
    rw [strain_zero, recip_one, det_one, mul_one]
    exact (mul_pos hΩ hGG).ne'
  have h := ((hg.fun_neg.div_const (4 * α ^ 2)).exp).fun_div
    ((hd.const_mul Ω).fun_mul hg) hden
  refine h.congr_deriv ?_
  simp only [strain_zero, recip_one, det_one, kernel, strainFactor]
  generalize Real.exp _ = E
  have hne := hGG.ne'
  field_simp
  ring

/-- For `α, Ω > 0`, the reciprocal-space Ewald energy times the unstrained volume `Ω` has as strain
derivative the sum of the unstrained terms, each weighted by its strain factor. -/
theorem recipEnergy_strain {N : ℕ} (e : Matrix (Fin 3) (Fin 3) ℝ) {α Ω : ℝ} (hα : 0 < α)
    (hΩ : 0 < Ω) (K : Finset (Fin 3 → ℝ)) (q : Fin N → ℝ) (r : Fin N → Fin 3 → ℝ) :
    HasDerivAt (fun t => Ω * recipEnergy α Ω K q r (strain e t))
      (2 * Real.pi * ∑ G ∈ K.erase 0, Real.exp (-(G ⬝ᵥ G) / (4 * α ^ 2)) / (G ⬝ᵥ G) *
        ‖structureFactor q r G‖ ^ 2 * strainFactor α e G) 0 := by
  have h := ((HasDerivAt.fun_sum (u := K.erase 0) fun G hG =>
    (kernel_strain e hα hΩ (Finset.ne_of_mem_erase hG)).2.mul_const
      (‖structureFactor q r G‖ ^ 2)).const_mul (2 * Real.pi)).const_mul Ω
  refine (h.congr_of_eventuallyEq ?_).congr_deriv ?_
  · -- the structure factors stay constant while the deformation is invertible
    filter_upwards [eventually_det_ne e] with t hdet
    simp only [recipEnergy, structureFactor_strain q r _ hdet]
  · simp only [Finset.mul_sum]
    refine Finset.sum_congr rfl fun G hG => ?_
    have hne := (dot_self_pos (Finset.ne_of_mem_erase hG)).ne'
    generalize strainFactor α e G = L
    simp only [kernel]
    generalize Real.exp _ = E
    field_simp

end

end EwaldStrain
```

```lean
#print axioms EwaldStrain.coulomb_dilation
-- 'EwaldStrain.coulomb_dilation' depends on axioms: [propext, Classical.choice, Quot.sound]
#print axioms EwaldStrain.recipEnergy_strain
-- 'EwaldStrain.recipEnergy_strain' depends on axioms: [propext, Classical.choice, Quot.sound]
```

## How Lean obtains the pair rates

`dot_self_pos` supplies the positive squared lengths. `hasDerivAt_mul_cont` is the difference-quotient argument for $t\,h(t)$, and it serves for the elongation, the wave vector and the determinant alike.

In `elongation`, `hq` is the expansion of $|Fu|^2$, and `.sqrt` differentiates its root. In `pair_strain`, `hl` pulls the factor $s$ out of the length and `hφ.comp` is the chain rule. `coulomb_strain` normalises $r$ to `(len r)⁻¹ • r`, applies the pair result to the reciprocal function, and lets `field_simp` collect the powers of the length. `coulomb_dilation` sets $e=1$.

## How Lean treats the reciprocal side

`continuous_strain`, `strain_zero` and `recip_one` give continuity and the values at zero strain. From the first two, `eventually_det_ne` obtains invertibility near $t=0$. `structureFactor_strain` proves the phase identity as its step `h` and substitutes it into the sum.

In `recip_sq_strain`, `hg` proves that $g$ is continuous at zero by writing the inverse as the adjugate divided by the determinant. The step `key` is the algebra from $g+tw=G$ to $G^2-t\,h(t)$. That identity is needed only near zero, so `congr_of_eventuallyEq` transfers the derivative.

In `kernel_strain`, `hd` differentiates the determinant, using `Matrix.det_one_add_smul` for the expansion with a polynomial remainder. The exponential and quotient rules then give the derivative of the kernel. The exponential is replaced by a symbol `E`, and `field_simp` and `ring` match the result to `strainFactor`.

Finally, `recipEnergy_strain` adds the kernel derivatives with `HasDerivAt.fun_sum`, each multiplied by its unstrained $|S(G)|^2$. `structureFactor_strain` shows that this sum agrees with the actual energy for small strains, and the remaining algebra cancels $\Omega$ term by term.
